# Upper bound on the Bloch kernel of order two or higher at positive phonon energy

The Bloch kernel of order `n` is s^n / ((e^s − 1)(1 − e^(−s))), where s is the reduced phonon energy. The lemma says that for every natural number m and every real s > 0, the kernel of order m + 2 is at most s^m (1 + s)² e^(−s). It is a pointwise bound on the kernel, with no integral over phonon energies. The proof starts from 1 + s ≤ e^s, which gives s ≤ (1 + s)(1 − e^(−s)). It then squares this inequality, multiplies by s^m, and compares the result with the kernel after clearing the positive denominator.

The failing Lean file:

```lean
import Mathlib

open Real Set MeasureTheory Filter Topology

namespace BlochKernelLe

noncomputable section

/-- The Bloch kernel `s^n / ((e^s - 1)(1 - e^(-s)))` at reduced phonon energy `s ≠ 0`. -/
def blochKernel (n : ℕ) (s : ℝ) : ℝ :=
  s ^ n / ((Real.exp s - 1) * (1 - Real.exp (-s)))

/-- At positive phonon energy the Bloch kernel of order `m + 2` is at most
`s^m (1 + s)^2 e^(-s)`. -/
theorem blochKernel_le (m : ℕ) {s : ℝ} (hs : 0 < s) :
    blochKernel (m + 2) s ≤ s ^ m * (1 + s) ^ 2 * Real.exp (-s) := by
  have h1 : 1 < Real.exp s := Real.one_lt_exp_iff.2 hs
  have h2 : Real.exp (-s) < 1 := Real.exp_lt_one (by linarith)
  have hE : Real.exp (-s) * Real.exp s = 1 := by
    rw [← Real.exp_add, neg_add_cancel, Real.exp_zero]
  -- `(1 + s) e^(-s) ≤ 1` bounds the Bose factor from below
  have h3 : (1 + s) * Real.exp (-s) ≤ 1 := by
    have h := mul_le_mul_of_nonneg_left (Real.add_one_le_exp s) (Real.exp_pos (-s)).le
    linarith
  have h4 : s ^ 2 ≤ ((1 + s) * (1 - Real.exp (-s))) ^ 2 :=
    pow_le_pow_left₀ hs.le (by linarith) 2
  unfold blochKernel
  rw [div_le_iff₀ (mul_pos (by linarith) (by linarith))]
  calc s ^ (m + 2) = s ^ m * s ^ 2 := by ring
    _ ≤ s ^ m * ((1 + s) * (1 - Real.exp (-s))) ^ 2 :=
        mul_le_mul_of_nonneg_left h4 (pow_pos hs m).le
    _ = s ^ m * (1 + s) ^ 2 * Real.exp (-s) *
          ((Real.exp s - 1) * (1 - Real.exp (-s))) := by
        linear_combination (-(s ^ m * (1 + s) ^ 2 * (1 - Real.exp (-s)))) * hE

end

end BlochKernelLe
```

Messages:

```
Main.lean:18:33: error(lean.unknownIdentifier): Unknown constant `Real.exp_lt_one`
```

Diagnosis. Lean's message says that it knows no constant called `Real.exp_lt_one`. The proof calls this name in `h2` to show e^(−s) < 1. That inequality is true for s > 0, so the fault lies in the name and not in the mathematics.

The repair uses `Real.exp_lt_one_iff`, which states that the exponential of a real number is below 1 exactly when the number is negative. Because this is an equivalence, `.2` is needed to select the direction from the sign of the exponent to the bound on the exponential. What remains to be shown is `-s < 0`, and `linarith` gets it from `hs`. The line above already uses `Real.one_lt_exp_iff.2` in the same way.

The other change only rewords a comment, which now states the inequality that is squared in `h4`. It has no effect on whether the file compiles.

The mended proof, as a diff:

```diff
@@ -16,8 +16,8 @@
     blochKernel (m + 2) s ≤ s ^ m * (1 + s) ^ 2 * Real.exp (-s) := by
   have h1 : 1 < Real.exp s := Real.one_lt_exp_iff.2 hs
-  have h2 : Real.exp (-s) < 1 := Real.exp_lt_one (by linarith)
+  have h2 : Real.exp (-s) < 1 := Real.exp_lt_one_iff.2 (by linarith)
   have hE : Real.exp (-s) * Real.exp s = 1 := by
     rw [← Real.exp_add, neg_add_cancel, Real.exp_zero]
-  -- `(1 + s) e^(-s) ≤ 1` bounds the Bose factor from below
+  -- `(1 + s) e^(-s) ≤ 1` gives `s ≤ (1 + s) (1 - e^(-s))`
   have h3 : (1 + s) * Real.exp (-s) ≤ 1 := by
     have h := mul_le_mul_of_nonneg_left (Real.add_one_le_exp s) (Real.exp_pos (-s)).le
```
